# For ζ > 0, omitting one real p orbital shrinks the one-electron spin-orbit splitting from 3ζ/2 to ζ

In a two-step spin-orbit calculation, spin-free states are computed first, and the Hamiltonian with spin-orbit coupling included is then diagonalised among the states selected for the state interaction. Before the second step, one should check that the selection holds every component of each degenerate term. For a single p electron with a fixed positive coupling constant and no other energy differences, the result below gives the cost of missing one real component: the splitting comes out at two thirds of its full value.

## One p electron and the matrix of ζ l·s

The electron occupies a degenerate p shell, and its spin-orbit energy is $\zeta\, l\cdot s$ with $\hbar=1$. The constant $\zeta$ is an energy that stands for the radial average of the spin-orbit coupling over the p orbital; it is given, not computed.

Lean numbers the components $x,y,z$ as $k=0,1,2$, so `pauli 1` is $\sigma_y$. On the real orbitals $p_x,p_y,p_z$, the orbital matrices are $(l_k)_{ab}=-i\,\varepsilon_{kab}$, with $\varepsilon$ the antisymmetric symbol. With $s=\sigma/2$ the Hamiltonian is $H=\frac{\zeta}{2}\sum_k l_k\otimes\sigma_k$, a $6\times6$ matrix.

```lean
import Mathlib

open Matrix
open scoped Kronecker

namespace TruncatedSpinOrbit

noncomputable section

/-- Orbital angular momentum `l_x, l_y, l_z` on the real orbitals `p_x, p_y, p_z`. -/
def orbL : Fin 3 → Matrix (Fin 3) (Fin 3) ℂ :=
  ![!![0, 0, 0; 0, 0, -Complex.I; 0, Complex.I, 0],
    !![0, 0, Complex.I; 0, 0, 0; -Complex.I, 0, 0],
    !![0, -Complex.I, 0; Complex.I, 0, 0; 0, 0, 0]]

/-- The Pauli matrices; the electron spin is `s = σ / 2`. -/
def pauli : Fin 3 → Matrix (Fin 2) (Fin 2) ℂ :=
  ![!![0, 1; 1, 0], !![0, -Complex.I; Complex.I, 0], !![1, 0; 0, -1]]

/-- The spin-orbit Hamiltonian `ζ l·s = (ζ/2) l·σ` of one p electron. -/
def spinOrbit (ζ : ℝ) : Matrix (Fin 3 × Fin 2) (Fin 3 × Fin 2) ℂ :=
  ((ζ : ℂ) / 2) • ∑ k, orbL k ⊗ₖ pauli k
```

A selection of two orbitals is a real $3\times2$ matrix $V$ with columns $v_0,v_1$. `compress` forms the matrix of $H$ in these orbitals, each with both spins. `omitted` is the cross product $n=v_0\times v_1$, which points along the missing orbital when the columns are linearly independent.

```lean
/-- The Hamiltonian matrix in the two real p orbitals given by the columns of `V`,
each with both spins. -/
def compress (V : Matrix (Fin 3) (Fin 2) ℝ) (H : Matrix (Fin 3 × Fin 2) (Fin 3 × Fin 2) ℂ) :
    Matrix (Fin 2 × Fin 2) (Fin 2 × Fin 2) ℂ :=
  (Vᵀ.map Complex.ofReal ⊗ₖ (1 : Matrix (Fin 2) (Fin 2) ℂ)) * H *
    (V.map Complex.ofReal ⊗ₖ (1 : Matrix (Fin 2) (Fin 2) ℂ))

/-- The cross product of the two columns of `V`. If they are linearly independent, it points along
the p orbital left out. -/
def omitted (V : Matrix (Fin 3) (Fin 2) ℝ) : Fin 3 → ℝ :=
  ![V 1 0 * V 2 1 - V 2 0 * V 1 1, V 2 0 * V 0 1 - V 0 0 * V 2 1,
    V 0 0 * V 1 1 - V 1 0 * V 0 1]
```

A level is a real number with a nonzero eigenvector, and `HasSplitting` says that the highest level minus the lowest is $\delta$.

```lean
/-- The energy levels of `H`: real numbers with a nonzero eigenvector. -/
def levels {n : Type*} [Fintype n] (H : Matrix n n ℂ) : Set ℝ :=
  {E | ∃ v : n → ℂ, v ≠ 0 ∧ H *ᵥ v = (E : ℂ) • v}

/-- The highest level of `H` lies `δ` above the lowest. -/
def HasSplitting {n : Type*} [Fintype n] (H : Matrix n n ℂ) (δ : ℝ) : Prop :=
  ∃ lo hi, IsLeast (levels H) lo ∧ IsGreatest (levels H) hi ∧ hi - lo = δ
```

Two relabelings of the basis serve the determinants below. The Hermiticity of the full matrix, checked entry by entry, ensures that the multiplicity of a root is the number of independent states at that energy.

```lean
/-- Sorts the six spin orbitals into the sets `x↑, y↑, z↓` and `x↓, y↓, z↑`. -/
def spinBlocks : Fin 3 ⊕ Fin 3 ≃ Fin 3 × Fin 2 where
  toFun := Sum.elim (fun a => (a, ![0, 0, 1] a)) (fun a => (a, ![1, 1, 0] a))
  invFun p := if p.2 = ![0, 0, 1] p.1 then Sum.inl p.1 else Sum.inr p.1
  left_inv := fun p => by revert p; decide
  right_inv := fun p => by revert p; decide

/-- Sorts four spin orbitals by their orbital part. -/
def orbitalBlocks : Fin 2 ⊕ Fin 2 ≃ Fin 2 × Fin 2 where
  toFun := Sum.elim (fun s => (0, s)) (fun s => (1, s))
  invFun p := if p.1 = 0 then Sum.inl p.2 else Sum.inr p.2
  left_inv := fun p => by revert p; decide
  right_inv := fun p => by revert p; decide

/-- The spin-orbit Hamiltonian is Hermitian. -/
theorem spinOrbit_isHermitian (ζ : ℝ) : (spinOrbit ζ).IsHermitian := by
  ext ⟨a, s⟩ ⟨b, t⟩
  fin_cases a <;> fin_cases s <;> fin_cases b <;> fin_cases t <;>
    simp [spinOrbit, orbL, pauli, Fin.sum_univ_three]
```

The model has no spin-free energy differences and a single $\zeta$. Applying it to a real calculation requires that the computed spin-free states behave as such p orbitals, which no hypothesis here supplies.

## Real orbitals: one spin component survives

The first hypothesis sits in the type of $V$: its entries are real. Physically, the selected states are real p orbitals of any orientation, as a spin-free calculation usually delivers them. By hand,

$$(V^{T}l_kV)_{ij}=-i\sum_{ab}\varepsilon_{kab}V_{ai}V_{bj}=-i\,(v_i\times v_j)_k .$$

This vanishes for $i=j$, equals $-i\,n_k$ for $(i,j)=(0,1)$ and $+i\,n_k$ for $(1,0)$. Hence $V^{T}l_kV=n_k\sigma_y$, and

$$H'=\sigma_y\otimes N,\qquad N=\frac{\zeta}{2}\,n\cdot\sigma ,$$

where $H'$ is the compressed Hamiltonian. `compressed_orbital` proves the first identity entry by entry. `compressed_spinOrbit` carries it through the Kronecker products and the sum over $k$.

```lean
/-- Within two real p orbitals, every component of `l` is a multiple of one and the same matrix,
weighted by the matching component of `omitted V`. -/
theorem compressed_orbital (V : Matrix (Fin 3) (Fin 2) ℝ) (k : Fin 3) :
    Vᵀ.map Complex.ofReal * orbL k * V.map Complex.ofReal = (omitted V k : ℂ) • pauli 1 := by
  fin_cases k <;> ext i j <;> fin_cases i <;> fin_cases j <;>
    simp [orbL, pauli, omitted, Matrix.mul_apply, Fin.sum_univ_three] <;> ring

/-- In two real p orbitals, `ζ l·s` contains the spin only through its scalar product with the
vector `omitted V`. -/
theorem compressed_spinOrbit (V : Matrix (Fin 3) (Fin 2) ℝ) (ζ : ℝ) :
    compress V (spinOrbit ζ) =
      pauli 1 ⊗ₖ (((ζ : ℂ) / 2) • ∑ k, (omitted V k : ℂ) • pauli k) := by
  have h : ∀ k, (Vᵀ.map Complex.ofReal ⊗ₖ (1 : Matrix (Fin 2) (Fin 2) ℂ)) *
      (orbL k ⊗ₖ pauli k) * (V.map Complex.ofReal ⊗ₖ (1 : Matrix (Fin 2) (Fin 2) ℂ)) =
      ((omitted V k : ℂ) • pauli 1) ⊗ₖ pauli k := fun k => by
    rw [← Matrix.mul_kronecker_mul, ← Matrix.mul_kronecker_mul, compressed_orbital,
      Matrix.one_mul, Matrix.mul_one]
  rw [compress, spinOrbit, Matrix.mul_smul, Matrix.smul_mul, Matrix.mul_sum, Matrix.sum_mul,
    Finset.sum_congr rfl (fun k _ => h k)]
  ext ⟨a, s⟩ ⟨b, t⟩
  simp only [Fin.sum_univ_three, Matrix.smul_apply, Matrix.add_apply,
    Matrix.kroneckerMap_apply, smul_eq_mul]
  ring
```

For complex orbitals, with $V^\dagger$ in place of $V^T$, the conclusion can fail. The counter-examples in this note are worked in the prose and have no theorem behind them. Select the orbitals with $m=1$ and $m=0$. Then $|1\uparrow\rangle$ has energy $\zeta/2$ and $|0\downarrow\rangle$ has energy $0$. The states $|1\downarrow\rangle$ and $|0\uparrow\rangle$ have diagonal energies $-\zeta/2$ and $0$ and coupling $\zeta/\sqrt2$, which gives $\zeta/2$ and $-\zeta$. For $\zeta>0$ the splitting is still $3\zeta/2$, although one orbital is missing.

## Orthonormal orbitals: the surviving component has full strength

The hypothesis `hV : Vᵀ * V = 1` says that the two selected orbitals are normalised and orthogonal. By hand it enters through Lagrange's identity,

$$|n|^2=|v_0|^2|v_1|^2-(v_0\cdot v_1)^2=1 .$$

`omitted_norm` extracts the three scalar products from `hV` and combines them in this way.

```lean
/-- For orthonormal columns of `V` the omitted orbital is normalised. -/
theorem omitted_norm (V : Matrix (Fin 3) (Fin 2) ℝ) (hV : Vᵀ * V = 1) :
    omitted V 0 ^ 2 + omitted V 1 ^ 2 + omitted V 2 ^ 2 = 1 := by
  have h (i j : Fin 2) : V 0 i * V 0 j + V 1 i * V 1 j + V 2 i * V 2 j =
      (1 : Matrix (Fin 2) (Fin 2) ℝ) i j := by
    rw [← hV, Matrix.mul_apply, Fin.sum_univ_three]
    rfl
  have h00 := h 0 0
  have h01 := h 0 1
  have h11 := h 1 1
  rw [Matrix.one_apply_eq] at h00 h11
  rw [Matrix.one_apply_ne (by decide)] at h01
  -- Lagrange's identity for the cross product
  simp only [omitted, Matrix.cons_val]
  linear_combination (V 0 1 * V 0 1 + V 1 1 * V 1 1 + V 2 1 * V 2 1) * h00 + h11 -
    (V 0 0 * V 0 1 + V 1 0 * V 1 1 + V 2 0 * V 2 1) * h01
```

The secular determinant of $H'$ now follows. With $x$ as the energy variable and the basis sorted by orbital,

$$x-\sigma_y\otimes N=\begin{pmatrix}x&iN\\-iN&x\end{pmatrix}
=\begin{pmatrix}1&0\\i&1\end{pmatrix}\begin{pmatrix}x-N&iN\\0&x+N\end{pmatrix}\begin{pmatrix}1&0\\-i&1\end{pmatrix}.$$

The outer factors have determinant 1, so the determinant is $\det(x-N)\det(x+N)$. The lemma `det_pauli_kronecker` performs this factorisation for any $2\times2$ matrix $N$.

```lean
/-- The secular determinant of `σ_y ⊗ N` factors into those of `N` and `-N`. -/
theorem det_pauli_kronecker (x : ℂ) (N : Matrix (Fin 2) (Fin 2) ℂ) :
    (x • 1 - pauli 1 ⊗ₖ N).det = (x • 1 - N).det * (x • 1 + N).det := by
  have h1 : (x • 1 - pauli 1 ⊗ₖ N).submatrix orbitalBlocks orbitalBlocks =
      fromBlocks (x • 1) (Complex.I • N) (-(Complex.I • N)) (x • 1) := by
    ext (i | i) (j | j) <;> simp [orbitalBlocks, pauli, Matrix.one_apply]
  -- block triangularisation
  have h2 : fromBlocks (x • 1) (Complex.I • N) (-(Complex.I • N)) (x • 1) =
      fromBlocks 1 0 (Complex.I • 1) 1 * fromBlocks (x • 1 - N) (Complex.I • N) 0 (x • 1 + N) *
        fromBlocks 1 0 ((-Complex.I) • 1) 1 := by
    rw [fromBlocks_multiply, fromBlocks_multiply]
    simp only [Matrix.one_mul, Matrix.mul_one, Matrix.zero_mul, Matrix.mul_zero, add_zero,
      zero_add, Matrix.mul_smul, Matrix.smul_mul]
    refine Matrix.fromBlocks_inj.mpr ⟨?_, rfl, ?_, ?_⟩
    · linear_combination (norm := module) Complex.I_sq • N
    · linear_combination (norm := module) (Complex.I * Complex.I_sq) • N
    · linear_combination (norm := module) -(Complex.I_sq • N)
  rw [← Matrix.det_submatrix_equiv_self orbitalBlocks, h1, h2, Matrix.det_mul, Matrix.det_mul,
    Matrix.det_fromBlocks_zero₁₂, Matrix.det_fromBlocks_zero₂₁, Matrix.det_fromBlocks_zero₁₂]
  simp
```

The full shell needs no selection and therefore no `hV`. The term $l_z\sigma_z$ keeps the spin and links $p_x$ with $p_y$; the other two terms flip the spin and link $p_z$ with $p_y$ or $p_x$. The six spin orbitals thus separate into $\{x\uparrow,y\uparrow,z\downarrow\}$ and $\{x\downarrow,y\downarrow,z\uparrow\}$. With $a=\zeta/2$, the first block gives

$$\det\begin{pmatrix}x&ia&-a\\-ia&x&ia\\-a&-ia&x\end{pmatrix}=x^3-3a^2x+2a^3=(x-a)^2(x+2a),$$

and the second block has the same determinant. The product is $(x-\zeta/2)^4(x+\zeta)^2$. In `secular_full`, `hb` is the separation, and `h1` and `h2` are the two cubic determinants.

```lean
/-- The secular determinant of `ζ l·s` in the full p shell: `ζ/2` is a fourfold root and
`-ζ` a double root, counted together if they coincide. -/
theorem secular_full (ζ : ℝ) (x : ℂ) :
    (x • 1 - spinOrbit ζ).det = (x - ζ / 2) ^ 4 * (x + ζ) ^ 2 := by
  let a : ℂ := (ζ : ℂ) / 2
  have hb : (x • 1 - spinOrbit ζ).submatrix spinBlocks spinBlocks =
      fromBlocks !![x, a * Complex.I, -a; -(a * Complex.I), x, a * Complex.I;
          -a, -(a * Complex.I), x] 0 0
        !![x, -(a * Complex.I), a; a * Complex.I, x, a * Complex.I;
          a, -(a * Complex.I), x] := by
    ext (i | i) (j | j) <;> fin_cases i <;> fin_cases j <;>
      simp [a, spinBlocks, spinOrbit, orbL, pauli, Fin.sum_univ_three]
  rw [← Matrix.det_submatrix_equiv_self spinBlocks, hb, Matrix.det_fromBlocks_zero₂₁]
  -- both blocks have the same secular determinant
  have h1 : (!![x, a * Complex.I, -a; -(a * Complex.I), x, a * Complex.I;
      -a, -(a * Complex.I), x]).det = (x - a) ^ 2 * (x + 2 * a) := by
    simp only [Matrix.det_fin_three, Matrix.of_apply, Matrix.cons_val]
    linear_combination (2 * a ^ 2 * x - 2 * a ^ 3) * Complex.I_sq
  have h2 : (!![x, -(a * Complex.I), a; a * Complex.I, x, a * Complex.I;
      a, -(a * Complex.I), x]).det = (x - a) ^ 2 * (x + 2 * a) := by
    simp only [Matrix.det_fin_three, Matrix.of_apply, Matrix.cons_val]
    linear_combination (2 * a ^ 2 * x - 2 * a ^ 3) * Complex.I_sq
  rw [h1, h2]
  simp only [a]
  ring
```

For the selected pair, direct expansion gives

$$\det(x\pm N)=x^2-\frac{\zeta^2}{4}\,|n|^2=x^2-\frac{\zeta^2}{4},$$

and the last step is where orthonormality is used. The square of this expression is $(x-\zeta/2)^2(x+\zeta/2)^2$. In `secular_compressed`, `hn` is the normalisation of $n$ and `hd` is the $2\times2$ determinant.

```lean
/-- In two orthonormal real p orbitals, the secular determinant of `ζ l·s` has the double roots
`ζ/2` and `-ζ/2`, counted together if they coincide. -/
theorem secular_compressed (V : Matrix (Fin 3) (Fin 2) ℝ) (hV : Vᵀ * V = 1) (ζ : ℝ) (x : ℂ) :
    (x • 1 - compress V (spinOrbit ζ)).det = (x - ζ / 2) ^ 2 * (x + ζ / 2) ^ 2 := by
  have hn : (omitted V 0 : ℂ) ^ 2 + (omitted V 1 : ℂ) ^ 2 + (omitted V 2 : ℂ) ^ 2 = 1 := by
    exact_mod_cast omitted_norm V hV
  have hd (a : ℂ) : (x • 1 + a • ∑ k, (omitted V k : ℂ) • pauli k).det = x ^ 2 - a ^ 2 := by
    rw [Matrix.det_fin_two]
    simp [pauli, Fin.sum_univ_three]
    linear_combination a ^ 2 * (omitted V 1 : ℂ) ^ 2 * Complex.I_sq - a ^ 2 * hn
  rw [compressed_spinOrbit, det_pauli_kronecker, sub_eq_add_neg, ← neg_smul, hd, hd]
  ring
```

Normalisation without orthogonality is not enough. Take $p_x$ and $(p_x+p_y)/\sqrt2$. Then $n=(0,0,1/\sqrt2)$, the eigenvalues of the compressed matrix are $\pm\zeta/(2\sqrt2)$, and for $\zeta>0$ the splitting is $\zeta/\sqrt2$ instead of $\zeta$. Solving the generalised eigenvalue problem with the overlap matrix restores $\zeta$, since the two orbitals span the same space as $p_x$ and $p_y$.

## Positive ζ: which level is on top

The hypothesis `hζ : 0 < ζ` is the usual sign for one electron in a p shell, with the fourfold level ($j=3/2$) above the twofold one ($j=1/2$). The secular determinants hold for either sign; the sign matters only when the levels are ordered.

A real number $E$ is a level exactly when $(E-H)v=0$ for some $v\neq0$, that is, when $\det(E-H)=0$. This is `mem_levels`.

```lean
/-- A real number is a level exactly when the secular determinant vanishes there. -/
theorem mem_levels {n : Type*} [Fintype n] [DecidableEq n] (H : Matrix n n ℂ) (E : ℝ) :
    E ∈ levels H ↔ ((E : ℂ) • 1 - H).det = 0 := by
  rw [← Matrix.exists_mulVec_eq_zero_iff]
  refine exists_congr fun v => and_congr_right fun _ => ?_
  rw [Matrix.sub_mulVec, Matrix.smul_mulVec, Matrix.one_mulVec, sub_eq_zero, eq_comm]
```

The levels are therefore $\{\zeta/2,-\zeta\}$ in the full shell and $\{\zeta/2,-\zeta/2\}$ in the selected pair. For $\zeta>0$ the level $\zeta/2$ is the highest in both cases, and

$$\frac{\zeta}{2}-(-\zeta)=\frac{3\zeta}{2},\qquad \frac{\zeta}{2}-\left(-\frac{\zeta}{2}\right)=\zeta .$$

The theorem states both splittings, for every real orthonormal pair. Its steps `hf` and `hr` are the two sets of levels, and `linarith` uses `hζ` to order them.

```lean
/-- For `ζ > 0`, keeping only two orthonormal real p orbitals shrinks the spin-orbit splitting from
`3ζ/2` to `ζ`. -/
theorem splitting_shrinks (V : Matrix (Fin 3) (Fin 2) ℝ) (hV : Vᵀ * V = 1) (ζ : ℝ)
    (hζ : 0 < ζ) :
    HasSplitting (spinOrbit ζ) (3 * ζ / 2) ∧ HasSplitting (compress V (spinOrbit ζ)) ζ := by
  have hf : levels (spinOrbit ζ) = {ζ / 2, -ζ} := by
    ext E
    have hc : ((E : ℂ) - ζ / 2) ^ 4 * (E + ζ) ^ 2 =
        (((E - ζ / 2) ^ 4 * (E + ζ) ^ 2 : ℝ) : ℂ) := by simp
    rw [mem_levels, secular_full, hc, Complex.ofReal_eq_zero]
    simp [sub_eq_zero, add_eq_zero_iff_eq_neg]
  have hr : levels (compress V (spinOrbit ζ)) = {ζ / 2, -(ζ / 2)} := by
    ext E
    have hc : ((E : ℂ) - ζ / 2) ^ 2 * (E + ζ / 2) ^ 2 =
        (((E - ζ / 2) ^ 2 * (E + ζ / 2) ^ 2 : ℝ) : ℂ) := by simp
    rw [mem_levels, secular_compressed V hV, hc, Complex.ofReal_eq_zero]
    simp [sub_eq_zero, add_eq_zero_iff_eq_neg]
  constructor
  · refine ⟨-ζ, ζ / 2, ?_, ?_, by ring⟩ <;> rw [hf] <;> refine ⟨by simp, ?_⟩ <;>
      rintro E (rfl | rfl) <;> linarith
  · refine ⟨-(ζ / 2), ζ / 2, ?_, ?_, by ring⟩ <;> rw [hr] <;> refine ⟨by simp, ?_⟩ <;>
      rintro E (rfl | rfl) <;> linarith
```

For $\zeta=-1$ the levels are $-1/2$ and $1$ in the full shell, so the splitting is $3/2$, while the formula $3\zeta/2$ would give $-3/2$. Negative values thus have to be excluded. At $\zeta=0$ both formulas correctly give zero, but nothing shrinks.

## The pair p_x, p_y

Selecting $p_x$ and $p_y$ means taking the first two unit vectors as columns of $V$. They are orthonormal, and their cross product is $(0,0,1)$, so the omitted orbital is $p_z$. The compressed Hamiltonian is then $\frac{\zeta}{2}\,\sigma_y\otimes\sigma_z$, with eigenvalues $\zeta/2$ and $-\zeta/2$, twice each. The last theorem confirms that this pair satisfies `hV` and identifies the missing orbital.

```lean
/-- The orbitals `p_x` and `p_y` are an orthonormal choice, and the omitted orbital is `p_z`. -/
theorem px_py_witness :
    (!![1, 0; 0, 1; 0, 0] : Matrix (Fin 3) (Fin 2) ℝ)ᵀ *
        (!![1, 0; 0, 1; 0, 0] : Matrix (Fin 3) (Fin 2) ℝ) = 1 ∧
      omitted !![1, 0; 0, 1; 0, 0] = ![0, 0, 1] := by
  constructor
  · ext i j
    fin_cases i <;> fin_cases j <;> simp [Matrix.mul_apply, Fin.sum_univ_three]
  · ext i
    fin_cases i <;> simp [omitted]

end

end TruncatedSpinOrbit
```

```lean
#print axioms TruncatedSpinOrbit.spinOrbit_isHermitian
#print axioms TruncatedSpinOrbit.splitting_shrinks
```

```
'TruncatedSpinOrbit.spinOrbit_isHermitian' depends on axioms: [propext, Classical.choice, Quot.sound]
'TruncatedSpinOrbit.splitting_shrinks' depends on axioms: [propext, Classical.choice, Quot.sound]
```
